# Contact points and contact lines of a linear two-band Hamiltonian

Take the real matrix

$$H(k)=\begin{pmatrix}k_2&k_0\\k_0&-k_2\end{pmatrix}=k_0\sigma_x+k_2\sigma_z ,$$

where $\sigma_x,\sigma_y,\sigma_z$ are the Pauli matrices and $k=(k_0,k_1,k_2)$ is a wave vector in $\mathbb R^3$, with components 0, 1, 2 along $x,y,z$. Its energies are $\pm\sqrt{k_0^2+k_2^2}$. They meet when $k_0=k_2=0$, and since $k_1$ is free, the contacts fill a line. Adding $k_1\sigma_y$ supplies a third condition and leaves only the origin. Adding a constant $m\sigma_y$ with $m\neq0$ instead leaves no contact at all.

## Counting the conditions for a contact

In general, let $H(k)=d(k)\cdot\sigma$ with $d(k)=Ak+b$, where $A$ is a real $3\times3$ matrix and $b\in\mathbb R^3$. Physically, the entries of $A$ are velocities times $\hbar$ and those of $b$ are energies; the example above uses units in which the nonzero entries of $A$ are 1. Three statements hold:

- For each $b$, there is exactly one contact if and only if $\det A\neq0$.
- If $H(k)$ is real for all $k$ and rows 0 and 2 of $A$ are linearly independent, the contacts form exactly a line.
- If $H(k)$ is real for all $k$, adding $m\sigma_y$ with $m\ne0$ removes every contact.

**Energies.** The secular determinant is

$$\det(d\cdot\sigma-E)=(d_2-E)(-d_2-E)-(d_0-id_1)(d_0+id_1)=E^2-|d|^2 .$$

Hence $E=\pm|d|$. The two levels coincide when $|d|=-|d|$, that is, when $d=0$.

**Points.** If $A$ is invertible, $Ak+b=0$ has the single solution $k=-A^{-1}b$. If $A$ is singular, there is a $v\neq0$ with $Av=0$. Then $d(k+v)=d(k)$, so any contact $k$ comes with a second one at $k+v$. There may also be none, but there is never exactly one.

**Lines.** The lower left entry of $H$ is $d_0+id_1$, so reality means $d_1(k)=0$ for all $k$. Write $p,q$ for rows 0 and 2 of $A$, and $\beta=b_0$, $\gamma=b_2$. The remaining conditions are two planes,

$$p\cdot k+\beta=0,\qquad q\cdot k+\gamma=0 .$$

Put $n=p\times q$, which is nonzero by independence. Then

$$|n|^2k=(n\cdot k)\,n+(p\cdot k)\,q\times n+(q\cdot k)\,n\times p .$$

To check this, take the dot product of both sides with $p$, $q$ and $n$, which form a basis. The products that survive are $p\cdot(q\times n)=q\cdot(n\times p)=n\cdot n=|n|^2$, and all others vanish. Inserting the plane equations gives

$$k=k_0^\ast+t\,n,\qquad k_0^\ast=-\frac{\beta\,q\times n+\gamma\,n\times p}{|n|^2},\qquad t=\frac{n\cdot k}{|n|^2}.$$

Conversely, $p\cdot(k_0^\ast+tn)=-\beta$ and $q\cdot(k_0^\ast+tn)=-\gamma$ for every real $t$, so the whole line consists of contacts.

**Mass term.** For real $H$, adding $m\sigma_y$ makes $d_1=m\neq0$ everywhere, so $d$ never vanishes.

Within this linear two-band model, the count describes Weyl-type contact points and nodal lines in electronic band structures. The reality condition stands for a symmetry such as combined inversion and time reversal for spinless electrons, in a suitable basis.

## The Hamiltonian and its levels in Lean

```lean
import Mathlib

open Matrix

namespace BandContacts

noncomputable section
```

The Hamiltonian is an explicit complex matrix, with `d 0`, `d 1`, `d 2` as the $x,y,z$ components.

```lean
/-- The two-band Hamiltonian `d · σ`, with the Pauli matrices written out. -/
def pauliDot (d : Fin 3 → ℝ) : Matrix (Fin 2) (Fin 2) ℂ :=
  !![(d 2 : ℂ), (d 0 : ℂ) - (d 1 : ℂ) * Complex.I;
     (d 0 : ℂ) + (d 1 : ℂ) * Complex.I, -(d 2 : ℂ)]
```

In the next definition `*ᵥ` is the matrix–vector product. The wave vector ranges over all of $\mathbb R^3$, not over a periodic Brillouin zone, and higher powers of $k$ are absent. So is a term proportional to the identity, which would shift both energies equally and leave the contacts in place.

```lean
/-- The Hamiltonian `H(k) = d(k) · σ` with the affine vector `d(k) = A k + b`. -/
def bloch (A : Matrix (Fin 3) (Fin 3) ℝ) (b k : Fin 3 → ℝ) : Matrix (Fin 2) (Fin 2) ℂ :=
  pauliDot (A *ᵥ k + b)

/-- The Euclidean length of the vector `d`. -/
def len (d : Fin 3 → ℝ) : ℝ := √(d ⬝ᵥ d)
```

A level is a real number with a nonzero eigenvector. Because $d\cdot\sigma$ is Hermitian, restricting $E$ to real values loses nothing.

```lean
/-- The real number `E` is an energy level of `H`: it has a nonzero eigenvector. -/
def IsLevel (H : Matrix (Fin 2) (Fin 2) ℂ) (E : ℝ) : Prop :=
  ∃ v : Fin 2 → ℂ, v ≠ 0 ∧ H *ᵥ v = (E : ℂ) • v
```

Touching means having exactly one level. The condition $d=0$ is therefore a result and not part of the definition. For a general non-Hermitian matrix this would be a poor notion of touching, but here it is applied only to $d\cdot\sigma$.

```lean
/-- The two bands touch: the two-band Hamiltonian has exactly one energy level. -/
def BandsTouch (H : Matrix (Fin 2) (Fin 2) ℂ) : Prop := ∃! E : ℝ, IsLevel H E
```

The first theorem gives the energies. `key` turns the eigenvector condition into a vanishing determinant, and `hdet` evaluates that determinant as $E^2-|d|^2$, using $i^2=-1$.

```lean
/-- The energy levels of `d · σ` are exactly plus and minus the length of `d`. -/
theorem isLevel_iff (d : Fin 3 → ℝ) (E : ℝ) :
    IsLevel (pauliDot d) E ↔ E = len d ∨ E = -len d := by
  have hnn : 0 ≤ d ⬝ᵥ d := Finset.sum_nonneg fun i _ => mul_self_nonneg (d i)
  -- the secular equation
  have key : IsLevel (pauliDot d) E ↔
      (pauliDot d - (E : ℂ) • (1 : Matrix (Fin 2) (Fin 2) ℂ)).det = 0 := by
    rw [← Matrix.exists_mulVec_eq_zero_iff]
    simp only [IsLevel, sub_mulVec, smul_mulVec, one_mulVec, sub_eq_zero]
  have hdet : (pauliDot d - (E : ℂ) • (1 : Matrix (Fin 2) (Fin 2) ℂ)).det
      = ((E ^ 2 - d ⬝ᵥ d : ℝ) : ℂ) := by
    simp [pauliDot, det_fin_two, dotProduct, Fin.sum_univ_three]
    linear_combination (d 1 : ℂ) ^ 2 * Complex.I_sq
  rw [key, hdet, Complex.ofReal_eq_zero, sub_eq_zero, ← sq_eq_sq_iff_eq_or_eq_neg, len,
    Real.sq_sqrt hnn]
```

If the bands touch, uniqueness forces the levels `len d` and `-len d` to be equal, so the length is zero. For $d=0$ the only level is 0.

```lean
/-- The two bands of `d · σ` touch if and only if `d` vanishes. -/
theorem bandsTouch_iff (d : Fin 3 → ℝ) : BandsTouch (pauliDot d) ↔ d = 0 := by
  constructor
  · intro h
    have h1 : IsLevel (pauliDot d) (len d) := (isLevel_iff d _).2 (Or.inl rfl)
    have h2 : IsLevel (pauliDot d) (-len d) := (isLevel_iff d _).2 (Or.inr rfl)
    have h3 : len d = -len d := h.unique h1 h2
    have h4 : len d = 0 := by linarith
    have hnn : 0 ≤ d ⬝ᵥ d := Finset.sum_nonneg fun i _ => mul_self_nonneg (d i)
    exact dotProduct_self_eq_zero.1 ((Real.sqrt_eq_zero hnn).1 h4)
  · rintro rfl
    refine ⟨0, (isLevel_iff 0 0).2 (Or.inl (by simp [len])), fun E hE => ?_⟩
    rcases (isLevel_iff 0 E).1 hE with h | h <;> simpa [len] using h
```

## One contact point and the determinant

For invertible $A$, the equation $Ak=-b$ is solved by multiplying with $A^{-1}$, and the solution is then substituted back.

```lean
/-- If `A` is invertible, the bands touch at `k = -A⁻¹ b` and nowhere else. -/
theorem contact_location (A : Matrix (Fin 3) (Fin 3) ℝ) (hA : A.det ≠ 0)
    (b k : Fin 3 → ℝ) : BandsTouch (bloch A b k) ↔ k = -(A⁻¹ *ᵥ b) := by
  have hU : IsUnit A.det := isUnit_iff_ne_zero.2 hA
  rw [bloch, bandsTouch_iff]
  constructor
  · intro h
    have h' : A *ᵥ k = -b := eq_neg_of_add_eq_zero_left h
    calc k = A⁻¹ *ᵥ (A *ᵥ k) := by
          rw [mulVec_mulVec, nonsing_inv_mul _ hU, one_mulVec]
      _ = -(A⁻¹ *ᵥ b) := by rw [h', mulVec_neg]
  · rintro rfl
    rw [mulVec_neg, mulVec_mulVec, mul_nonsing_inv _ hU, one_mulVec, neg_add_cancel]
```

The equivalence holds for each fixed `b`. In the singular case `v` is the null vector of the derivation, and `hs` records that $H(k+v)=H(k)$.

```lean
/-- Whatever the constant term `b`, the bands touch at exactly one point of `k`-space
if and only if `A` is invertible. -/
theorem unique_contact_iff (A : Matrix (Fin 3) (Fin 3) ℝ) (b : Fin 3 → ℝ) :
    (∃! k, BandsTouch (bloch A b k)) ↔ A.det ≠ 0 := by
  constructor
  · intro h hdet
    -- a null vector of `A` carries one contact to another
    obtain ⟨v, hv, hAv⟩ := Matrix.exists_mulVec_eq_zero_iff.2 hdet
    obtain ⟨k, hk, _⟩ := id h
    have hs : bloch A b (k + v) = bloch A b k := by simp [bloch, mulVec_add, hAv]
    have hk' : BandsTouch (bloch A b (k + v)) := by
      rw [hs]
      exact hk
    have e : k + v = k := h.unique hk' hk
    exact hv (by simpa using e)
  · intro hA
    exact ⟨-(A⁻¹ *ᵥ b), (contact_location A hA b _).2 rfl,
      fun k hk => (contact_location A hA b k).1 hk⟩
```

## Reality and the contact line

Reality is stated for the matrix entries: each has zero imaginary part. This is equivalent to `d 1 = 0`.

```lean
/-- The matrix `d · σ` is real if and only if the `y` component of `d` vanishes. -/
theorem real_iff (d : Fin 3 → ℝ) : (∀ i j, (pauliDot d i j).im = 0) ↔ d 1 = 0 := by
  constructor
  · intro h
    simpa [pauliDot] using h 1 0
  · intro h i j
    fin_cases i <;> fin_cases j <;> simp [pauliDot, h]
```

The geometric lemma concerns two planes with independent normals. In the code, `k₀` is the point $k_0^\ast$ of the derivation, not the component $k_0$ of the wave vector. `key` is the expansion of $k$ in the frame $n$, $q\times n$, $n\times p$, verified component by component. The facts `p0` to `q2` are the dot products needed to show that every point of the line lies in both planes.

```lean
/-- Two planes with linearly independent normals `p` and `q` meet exactly in a line
along `p × q`. -/
theorem planes_meet_in_line (p q : Fin 3 → ℝ) (hpq : LinearIndependent ℝ ![p, q])
    (β γ : ℝ) : ∃ k₀ : Fin 3 → ℝ, ∀ k : Fin 3 → ℝ,
      (p ⬝ᵥ k + β = 0 ∧ q ⬝ᵥ k + γ = 0) ↔ ∃ t : ℝ, k = k₀ + t • (p ⨯₃ q) := by
  have hne : p ⨯₃ q ≠ 0 := crossProduct_ne_zero_iff_linearIndependent.2 hpq
  -- expansion of `k` in the frame `n`, `q × n`, `n × p` with `n = p × q`
  have key : ∀ k : Fin 3 → ℝ, ((p ⨯₃ q) ⬝ᵥ (p ⨯₃ q)) • k = ((p ⨯₃ q) ⬝ᵥ k) • (p ⨯₃ q)
      + (p ⬝ᵥ k) • (q ⨯₃ (p ⨯₃ q)) + (q ⬝ᵥ k) • ((p ⨯₃ q) ⨯₃ p) := by
    intro k
    simp only [cross_apply, dotProduct, Fin.sum_univ_three]
    ext i
    fin_cases i <;> simp <;> ring
  have p0 : p ⬝ᵥ (p ⨯₃ q) = 0 := dot_self_cross p q
  have q0 : q ⬝ᵥ (p ⨯₃ q) = 0 := dot_cross_self p q
  have q1 := triple_product_permutation q (p ⨯₃ q) p
  have p1 := (triple_product_permutation p q (p ⨯₃ q)).trans q1
  have p2 := dot_cross_self (p ⨯₃ q) p
  have q2 := dot_self_cross q (p ⨯₃ q)
  generalize p ⨯₃ q = n at *
  have hN : n ⬝ᵥ n ≠ 0 := fun h => hne (dotProduct_self_eq_zero.1 h)
  refine ⟨(n ⬝ᵥ n)⁻¹ • ((-β) • (q ⨯₃ n) + (-γ) • (n ⨯₃ p)), fun k => ⟨?_, ?_⟩⟩
  · rintro ⟨hp, hq⟩
    have hp' : p ⬝ᵥ k = -β := by linarith
    have hq' : q ⬝ᵥ k = -γ := by linarith
    refine ⟨(n ⬝ᵥ n)⁻¹ * (n ⬝ᵥ k), ?_⟩
    calc k = (n ⬝ᵥ n)⁻¹ • ((n ⬝ᵥ n) • k) := by
          rw [smul_smul, inv_mul_cancel₀ hN, one_smul]
      _ = _ := by
          rw [key k, hp', hq']
          module
  · rintro ⟨t, rfl⟩
    simp only [dotProduct_add, dotProduct_smul, smul_eq_mul, p0, q0, p1, q1, p2, q2]
    constructor
    · linear_combination (-β) * inv_mul_cancel₀ hN
    · linear_combination (-γ) * inv_mul_cancel₀ hN
```

For the Hamiltonian, the normals are `A 0` and `A 2`. The theorem includes the statement that their cross product is nonzero, so the contact set is a true line and not a single point. The symmetry behind `hreal` is not modelled; reality is assumed for every $k$, and it supplies the missing equation $d_1=0$.

```lean
/-- If `H(k)` is real for all `k` and the `x` and `z` rows of `A` are linearly independent,
the contacts form exactly a line, directed along the nonzero cross product of these rows. -/
theorem nodal_line (A : Matrix (Fin 3) (Fin 3) ℝ) (b : Fin 3 → ℝ)
    (hreal : ∀ k i j, (bloch A b k i j).im = 0)
    (hA : LinearIndependent ℝ ![A 0, A 2]) :
    A 0 ⨯₃ A 2 ≠ 0 ∧ ∃ k₀ : Fin 3 → ℝ, ∀ k : Fin 3 → ℝ,
      BandsTouch (bloch A b k) ↔ ∃ t : ℝ, k = k₀ + t • (A 0 ⨯₃ A 2) := by
  obtain ⟨k₀, hk⟩ := planes_meet_in_line (A 0) (A 2) hA (b 0) (b 2)
  refine ⟨crossProduct_ne_zero_iff_linearIndependent.2 hA, k₀, fun k => ?_⟩
  rw [← hk k, bloch, bandsTouch_iff]
  constructor
  · intro h
    exact ⟨congrFun h 0, congrFun h 2⟩
  · rintro ⟨h0, h2⟩
    -- reality removes the third equation
    have h1 := (real_iff _).1 (hreal k)
    ext i
    fin_cases i
    exacts [h0, h1, h2]
```

The last theorem needs no independence of rows. It compares component 1 of $d$ with and without the added term: a contact would require $m=0$.

```lean
/-- If `H(k)` is real for all `k`, adding a constant term `m σ_y` with `m ≠ 0` removes
every contact. -/
theorem mass_opens_gap (A : Matrix (Fin 3) (Fin 3) ℝ) (b : Fin 3 → ℝ)
    (hreal : ∀ k i j, (bloch A b k i j).im = 0) (m : ℝ) (hm : m ≠ 0) (k : Fin 3 → ℝ) :
    ¬ BandsTouch (bloch A (b + ![0, m, 0]) k) := by
  intro h
  rw [bloch, bandsTouch_iff] at h
  have h1 : (A *ᵥ k) 1 + (b 1 + m) = 0 := congrFun h 1
  have h2 : (A *ᵥ k) 1 + b 1 = 0 := (real_iff _).1 (hreal k)
  exact hm (by linarith)

end

end BandContacts
```

```lean
#print axioms BandContacts.unique_contact_iff
#print axioms BandContacts.nodal_line
#print axioms BandContacts.mass_opens_gap
```

```
'BandContacts.unique_contact_iff' depends on axioms: [propext, Classical.choice, Quot.sound]
'BandContacts.nodal_line' depends on axioms: [propext, Classical.choice, Quot.sound]
'BandContacts.mass_opens_gap' depends on axioms: [propext, Classical.choice, Quot.sound]
```
